# Threefold-symmetric inter-sublattice hoppings of any finite range on the honeycomb lattice have a vanishing Bloch sum at K

## Could a longer-range hopping split the bands at K?

If nothing protected the crossing at K, every shell of hoppings I add to a graphene model could split it, and I would have to retune parameters to restore it. The textbook argument doesn't reassure me: it uses three equal nearest-neighbour hoppings and $1+\omega+\omega^2=0$. My fitted model has many more inter-sublattice hoppings. Does the degeneracy survive them all, and do the bands still separate linearly?

## The rotation multiplies the sum by a cube root of unity

With one orbital per site, the degeneracy survives if the threefold rotation leaves the inter-sublattice hoppings unchanged and the two diagonal entries of the Bloch matrix agree at K. The linear term of the off-diagonal entry has the same size in every direction, but it can vanish for special hoppings.

Label a bond from an A site to a B site by the relative cell $r=(m,n)$, and let $t(r)$ be its hopping. Give $k=(k_1,k_2)$ by its phases along the two lattice vectors. The off-diagonal Bloch element is

$$f(k)=\sum_r t(r)\,e^{i(k_1m+k_2n)}.$$

At $K=(2\pi/3,4\pi/3)$ the phase is $\omega^{m+2n}$, with $\omega=e^{2\pi i/3}$. Choose the cells so that the bonds from an A site to its nearest neighbours are $(0,0),(1,0),(0,1)$. A rotation by $120^\circ$ about the A site then sends $(m,n)$ to $R(m,n)=(1-m-n,\,m)$, and the exponent becomes

$$(1-m-n)+2m=1+(m+2n)-3n.$$

Since $\omega^3=1$, the phase gains exactly one factor $\omega$. $R$ permutes the bonds and $t(Rr)=t(r)$, so summing over $Rr$ instead of $r$ gives

$$f(K)=\sum_r t(Rr)\,\omega\,\omega^{m+2n}=\omega f(K).$$

Hence $(1-\omega)f(K)=0$, and $f(K)=0$ because $\omega\neq1$. The Bloch matrix at K is then diagonal, and it is a multiple of the identity exactly when its two diagonal entries are equal.

For the slope, move from K in the direction $q=(q_1,q_2)$. Differentiating $f(K+sq)$ at $s=0$ gives $i(q_1M+q_2N)$, where

$$M=\sum_r t(r)\,m\,\omega^{m+2n},\qquad N=\sum_r t(r)\,n\,\omega^{m+2n}.$$

The second component of $R(m,n)$ is $m$, so the same reindexing gives $N=\omega M$. Writing $v=M$, the slope is $iv(q_1+\omega q_2)$. As $\mathrm{Re}\,\omega=-1/2$, its squared modulus is

$$|v|^2(q_1^2-q_1q_2+q_2^2).$$

For lattice vectors of length $a$ at $60^\circ$, the bracket is $\tfrac34a^2$ times the squared Cartesian length of $q$, so the slope has the same size in every direction.

Take nearest-neighbour hopping $t_1$ on $(0,0),(1,0),(0,1)$ and third-neighbour hopping $t_3$ on $(1,1),(-1,1),(1,-1)$. The first shell contributes $t_1\omega$ to $v$, and the second contributes $t_3(1-\omega+\omega^2)=-2t_3\omega$. So $v=(t_1-2t_3)\omega$: the linear term is present for nearest neighbours alone with $t_1\ne0$, and it disappears at $t_1=2t_3$.

## What the Lean statements say about the lattice model

The type `(ℤ × ℤ) →₀ ℂ` holds complex hoppings that are nonzero on finitely many bonds; this is the finite range. `C3Invariant t` says that `t (rot r) = t r` for every bond. Physically, there is one orbital per site, and the rotation adds no phase of its own to the hopping.

`blochSum` is $f$, and `valleyK` is the one corner treated. Phases use cell positions, not atomic positions. `blochMatrix a b t k` has the Bloch sums of the intra-sublattice hoppings `a` and `b` on its diagonal. These are arbitrary, so the matrix need not be Hermitian; a physical Hamiltonian is the case where both sums are real.

`blochSum_valleyK` states $f(K)=0$, and `degenerate_at_K_iff` gives the criterion for a scalar matrix in both directions. `hasDerivAt_blochSum` gives the slope of the off-diagonal element along each line through K, with `velocity t` for $v$. This $v$ is an energy, because $q$ is measured in phases. `cone_isotropic` computes the squared modulus, and `velocity_witness` is the two-shell example.

The step from this slope to energy bands is ordinary algebra that I add here: if `a = b` and their Bloch sum $\alpha(k)$ is real, the energies are $\alpha(k)\pm|f(k)|$, which separate linearly at K when $v\neq0$.

```lean
import Mathlib

open Complex ComplexConjugate

namespace HoneycombDirac

noncomputable section

/-- The threefold rotation acting on the cell labels of inter-sublattice bonds,
`(m, n) ↦ (1 - m - n, m)`. -/
def rot : (ℤ × ℤ) ≃ (ℤ × ℤ) where
  toFun r := (1 - r.1 - r.2, r.1)
  invFun r := (r.2, 1 - r.1 - r.2)
  left_inv r := Prod.ext rfl (by
    change 1 - (1 - r.1 - r.2) - r.1 = r.2
    ring)
  right_inv r := Prod.ext (by
    change 1 - r.2 - (1 - r.1 - r.2) = r.1
    ring) rfl

/-- Hoppings of finite range that are unchanged by the threefold rotation. -/
def C3Invariant (t : (ℤ × ℤ) →₀ ℂ) : Prop := ∀ r, t (rot r) = t r

/-- The cube root of unity `exp (2πi/3)`. -/
def ω : ℂ := exp (2 * Real.pi * I / 3)

/-- The corner `K` of the Brillouin zone, given by its phases along the two lattice vectors. -/
def valleyK : ℝ × ℝ := (2 * Real.pi / 3, 4 * Real.pi / 3)

/-- The Bloch phase `exp (i k·r)` of the cell `r`. -/
def phase (k : ℝ × ℝ) (r : ℤ × ℤ) : ℂ := exp (I * (k.1 * r.1 + k.2 * r.2))

/-- The Bloch sum `∑ t(r) exp (i k·r)` of a set of hoppings. -/
def blochSum (t : (ℤ × ℤ) →₀ ℂ) (k : ℝ × ℝ) : ℂ := t.sum fun r c => c * phase k r

/-- The two-band Bloch matrix with hoppings `a` and `b` within the two sublattices and `t`
between them. -/
def blochMatrix (a b t : (ℤ × ℤ) →₀ ℂ) (k : ℝ × ℝ) : Matrix (Fin 2) (Fin 2) ℂ :=
  !![blochSum a k, blochSum t k; conj (blochSum t k), blochSum b k]

/-- The complex Dirac velocity: the first moment of the hoppings along the first lattice
vector, weighted with the phases at `K`. -/
def velocity (t : (ℤ × ℤ) →₀ ℂ) : ℂ :=
  t.sum fun r c => c * ((r.1 : ℂ) * ω ^ (r.1 + 2 * r.2))

/-- The number `ω` satisfies `ω³ = 1` and `ω² + ω + 1 = 0`, and it differs from one. -/
theorem omega_relations : ω ^ 3 = 1 ∧ ω ^ 2 + ω + 1 = 0 ∧ ω ≠ 1 := by
  have hp : IsPrimitiveRoot ω 3 := by
    simpa [ω] using Complex.isPrimitiveRoot_exp 3 (by norm_num)
  have h3 := hp.pow_eq_one
  have h1 : ω ≠ 1 := hp.ne_one (by norm_num)
  refine ⟨h3, ?_, h1⟩
  apply mul_left_cancel₀ (sub_ne_zero.mpr h1)
  linear_combination h3

/-- At `K` the Bloch phase of the cell `(m, n)` is `ω^(m+2n)`. -/
theorem phase_valleyK (r : ℤ × ℤ) : phase valleyK r = ω ^ (r.1 + 2 * r.2) := by
  rw [ω, ← Complex.exp_int_mul, phase, valleyK]
  congr 1
  push_cast
  ring

/-- The threefold rotation of a bond multiplies its phase at `K` by `ω`. -/
theorem phase_rot (r : ℤ × ℤ) :
    ω ^ ((rot r).1 + 2 * (rot r).2) = ω * ω ^ (r.1 + 2 * r.2) := by
  have h0 : ω ≠ 0 := Complex.exp_ne_zero _
  have h3 : ω ^ (3 : ℤ) = 1 := by exact_mod_cast omega_relations.1
  have he : (rot r).1 + 2 * (rot r).2 = 1 + (r.1 + 2 * r.2) + 3 * (-r.2) := by
    change 1 - r.1 - r.2 + 2 * r.1 = _
    ring
  rw [he, zpow_add₀ h0, zpow_add₀ h0, zpow_mul, h3, one_zpow, zpow_one, mul_one]

/-- A sum weighted with rotation-invariant hoppings may be reindexed by the rotation. -/
theorem sum_rot {t : (ℤ × ℤ) →₀ ℂ} (h : C3Invariant t) (g : ℤ × ℤ → ℂ) :
    ∑ r ∈ t.support, t r * g (rot r) = ∑ r ∈ t.support, t r * g r := by
  refine Finset.sum_equiv rot (fun r => ?_) (fun r _ => ?_)
  · rw [Finsupp.mem_support_iff, Finsupp.mem_support_iff, h r]
  · rw [h r]

/-- The Bloch sum of rotation-invariant inter-sublattice hoppings vanishes at `K`,
whatever their finite range. -/
theorem blochSum_valleyK {t : (ℤ × ℤ) →₀ ℂ} (h : C3Invariant t) :
    blochSum t valleyK = 0 := by
  have hs := sum_rot h (fun r => ω ^ (r.1 + 2 * r.2))
  simp only [phase_rot, mul_left_comm _ ω, ← Finset.mul_sum] at hs
  simp only [blochSum, Finsupp.sum, phase_valleyK]
  -- the sum equals `ω` times itself
  apply (mul_eq_zero.mp _).resolve_left (sub_ne_zero.mpr omega_relations.2.2)
  linear_combination hs

/-- For rotation-invariant inter-sublattice hoppings, the Bloch matrix at `K` is a multiple of
the identity exactly when its two diagonal entries are equal. -/
theorem degenerate_at_K_iff (a b : (ℤ × ℤ) →₀ ℂ) {t : (ℤ × ℤ) →₀ ℂ} (h : C3Invariant t) :
    (∃ E : ℂ, blochMatrix a b t valleyK = E • (1 : Matrix (Fin 2) (Fin 2) ℂ)) ↔
      blochSum a valleyK = blochSum b valleyK := by
  have h0 := blochSum_valleyK h
  constructor
  · rintro ⟨E, hE⟩
    have h00 := congrFun (congrFun hE 0) 0
    have h11 := congrFun (congrFun hE 1) 1
    simp [blochMatrix] at h00 h11
    rw [h00, h11]
  · intro hab
    refine ⟨blochSum a valleyK, ?_⟩
    ext i j
    fin_cases i <;> fin_cases j <;> simp [blochMatrix, h0, hab]

/-- For rotation-invariant hoppings, the inter-sublattice Bloch sum leaves `K` in the direction
`q` with slope `i v (q₁ + ω q₂)`, where `v` is the complex Dirac velocity. -/
theorem hasDerivAt_blochSum {t : (ℤ × ℤ) →₀ ℂ} (h : C3Invariant t) (q : ℝ × ℝ) :
    HasDerivAt (fun s : ℝ => blochSum t (valleyK + s • q))
      (I * velocity t * (q.1 + ω * q.2)) 0 := by
  have hterm : ∀ r : ℤ × ℤ, HasDerivAt (fun s : ℝ => t r * phase (valleyK + s • q) r)
      (t r * (ω ^ (r.1 + 2 * r.2) * (I * (q.1 * r.1 + q.2 * r.2)))) 0 := by
    intro r
    have hf : ∀ s : ℝ, phase (valleyK + s • q) r =
        ω ^ (r.1 + 2 * r.2) * exp ((s : ℂ) * (I * (q.1 * r.1 + q.2 * r.2))) := by
      intro s
      rw [← phase_valleyK, phase, phase, ← Complex.exp_add]
      congr 1
      simp only [Prod.fst_add, Prod.snd_add, Prod.smul_fst, Prod.smul_snd, smul_eq_mul]
      push_cast
      ring
    simp only [hf]
    have hl : HasDerivAt (fun s : ℝ => (s : ℂ) * (I * (q.1 * r.1 + q.2 * r.2)))
        (I * (q.1 * r.1 + q.2 * r.2)) 0 := by
      simpa using (hasDerivAt_id (0 : ℝ)).ofReal_comp.mul_const (I * (q.1 * r.1 + q.2 * r.2))
    refine ((hl.cexp.const_mul (ω ^ (r.1 + 2 * r.2))).const_mul (t r)).congr_deriv ?_
    rw [Complex.ofReal_zero, zero_mul, Complex.exp_zero, one_mul]
  -- the rotation ties the second first moment to the first one
  have hm : ∑ r ∈ t.support, t r * ((r.2 : ℂ) * ω ^ (r.1 + 2 * r.2)) = ω * velocity t := by
    rw [← sum_rot h (fun r => (r.2 : ℂ) * ω ^ (r.1 + 2 * r.2)), velocity, Finsupp.sum,
      Finset.mul_sum]
    refine Finset.sum_congr rfl fun r _ => ?_
    rw [phase_rot, show (rot r).2 = r.1 from rfl]
    ring
  refine (HasDerivAt.fun_sum (u := t.support) fun r _ => hterm r).congr_deriv ?_
  rw [show I * velocity t * (q.1 + ω * q.2) =
      I * q.1 * velocity t + I * q.2 * (ω * velocity t) by ring, ← hm, velocity, Finsupp.sum,
    Finset.mul_sum, Finset.mul_sum, ← Finset.sum_add_distrib]
  refine Finset.sum_congr rfl fun r _ => ?_
  ring

/-- The squared modulus of the slope `i v (q₁ + ω q₂)` is `|v|² (q₁² - q₁q₂ + q₂²)`. -/
theorem cone_isotropic (v : ℂ) (q : ℝ × ℝ) :
    ‖I * v * (q.1 + ω * q.2)‖ ^ 2 = ‖v‖ ^ 2 * (q.1 ^ 2 - q.1 * q.2 + q.2 ^ 2) := by
  have h := omega_relations.2.1
  have hre := congrArg Complex.re h
  have him := congrArg Complex.im h
  simp [pow_two] at hre him
  -- real and imaginary parts of `ω`
  have hy : ω.im ≠ 0 := by
    intro h0
    rw [h0] at hre
    nlinarith [sq_nonneg (ω.re + 1 / 2)]
  have hx : ω.re = -1 / 2 := by
    apply mul_left_cancel₀ hy
    linear_combination him / 2
  rw [hx] at hre
  rw [norm_mul, norm_mul, Complex.norm_I, one_mul, mul_pow]
  congr 1
  rw [Complex.sq_norm, Complex.normSq_apply]
  simp only [Complex.add_re, Complex.add_im, Complex.mul_re, Complex.mul_im,
    Complex.ofReal_re, Complex.ofReal_im, hx]
  linear_combination -q.2 ^ 2 * hre

/-- The hopping of strength `c` on the bond `r` and on its two rotated copies. -/
def shell (c : ℂ) (r : ℤ × ℤ) : (ℤ × ℤ) →₀ ℂ :=
  Finsupp.single r c + Finsupp.single (rot r) c + Finsupp.single (rot (rot r)) c

/-- A bond together with its two rotated copies forms a rotation-invariant set of hoppings. -/
theorem shell_invariant (c : ℂ) (r : ℤ × ℤ) : C3Invariant (shell c r) := by
  intro q
  have h3 : rot (rot (rot r)) = r := by
    rcases r with ⟨m, n⟩
    refine Prod.ext ?_ ?_
    · change 1 - (1 - (1 - m - n) - m) - (1 - m - n) = m
      ring
    · change 1 - (1 - m - n) - m = n
      ring
  have key : ∀ a b, Finsupp.single (rot a) c (rot b) = Finsupp.single a c b := by
    intro a b
    by_cases hab : a = b
    · subst hab
      simp
    · simp [hab]
  have h2 : Finsupp.single r c (rot q) = Finsupp.single (rot (rot r)) c q := by
    rw [← key (rot (rot r)) q, h3]
  simp only [shell, Finsupp.add_apply, key, h2]
  ring

/-- Nearest-neighbour hopping `t₁` with third-neighbour hopping `t₃` is rotation invariant and
has complex Dirac velocity `(t₁ - 2 t₃) ω`. -/
theorem velocity_witness (t₁ t₃ : ℂ) :
    C3Invariant (shell t₁ (0, 0) + shell t₃ (1, 1)) ∧
      velocity (shell t₁ (0, 0) + shell t₃ (1, 1)) = (t₁ - 2 * t₃) * ω := by
  refine ⟨fun r => ?_, ?_⟩
  · rw [Finsupp.add_apply, Finsupp.add_apply, shell_invariant t₁ (0, 0) r,
      shell_invariant t₃ (1, 1) r]
  have hadd : ∀ f g, velocity (f + g) = velocity f + velocity g := fun f g =>
    Finsupp.sum_add_index' (fun _ => zero_mul _) (fun _ _ _ => add_mul _ _ _)
  have hs : ∀ (r : ℤ × ℤ) (c : ℂ), velocity (Finsupp.single r c) =
      c * ((r.1 : ℂ) * ω ^ (r.1 + 2 * r.2)) := fun r c =>
    Finsupp.sum_single_index (zero_mul _)
  have r1 : rot (0, 0) = (1, 0) := rfl
  have r2 : rot (1, 0) = (0, 1) := rfl
  have r3 : rot (1, 1) = (-1, 1) := rfl
  have r4 : rot (-1, 1) = (1, -1) := rfl
  -- the phases of the bonds that contribute
  have e1 : ω ^ ((1 : ℤ) + 2 * 0) = ω := by norm_num
  have e2 : ω ^ ((1 : ℤ) + 2 * 1) = 1 := by
    rw [show (1 : ℤ) + 2 * 1 = 3 by norm_num]
    exact_mod_cast omega_relations.1
  have e3 : ω ^ ((-1 : ℤ) + 2 * 1) = ω := by norm_num
  have e4 : ω ^ ((1 : ℤ) + 2 * (-1)) = ω ^ 2 := by
    rw [show (1 : ℤ) + 2 * (-1) = -1 by norm_num, zpow_neg_one]
    apply inv_eq_of_mul_eq_one_right
    linear_combination omega_relations.1
  simp only [shell, hadd, r1, r2, r3, r4, hs, e1, e2, e3, e4, Int.cast_zero, Int.cast_one,
    Int.cast_neg, zero_mul]
  linear_combination t₃ * omega_relations.2.1

end

end HoneycombDirac
```

```lean
#print axioms HoneycombDirac.blochSum_valleyK
-- 'HoneycombDirac.blochSum_valleyK' depends on axioms: [propext, Classical.choice, Quot.sound]
#print axioms HoneycombDirac.degenerate_at_K_iff
-- 'HoneycombDirac.degenerate_at_K_iff' depends on axioms: [propext, Classical.choice, Quot.sound]
#print axioms HoneycombDirac.hasDerivAt_blochSum
-- 'HoneycombDirac.hasDerivAt_blochSum' depends on axioms: [propext, Classical.choice, Quot.sound]
#print axioms HoneycombDirac.cone_isotropic
-- 'HoneycombDirac.cone_isotropic' depends on axioms: [propext, Classical.choice, Quot.sound]
```

## Reindexing once for the zero and once for the slope

`omega_relations` obtains the algebra of $\omega$ from its being a primitive cube root of unity. `phase_valleyK` and `phase_rot` are the two phase computations. `sum_rot` is the change of summation variable: `Finset.sum_equiv` needs `rot` to map the support of `t` onto itself, which invariance supplies.

In `blochSum_valleyK`, `sum_rot` yields $\omega f(K)=f(K)$, and the nonzero factor $\omega-1$ is cancelled. `degenerate_at_K_iff` compares the diagonal entries in one direction and checks all four entries in the other.

In `hasDerivAt_blochSum`, `hterm` differentiates one exponential, `hm` is $N=\omega M$, and `HasDerivAt.fun_sum` adds the finitely many terms. `cone_isotropic` reads $\mathrm{Re}\,\omega=-1/2$ off the real and imaginary parts of $\omega^2+\omega+1=0$. `shell_invariant` uses $R^3=1$ to show that a bond and its two rotated copies form an invariant set, and `velocity_witness` adds up the two shells.

## Unequal bonds and unequal sublattices

Finite range alone does not give the zero. Take nearest-neighbour hoppings $1+\delta,1,1$ with real $\delta\neq0$, as under uniaxial strain along one bond. Then $f(K)=1+\delta+\omega+\omega^2=\delta$, and with equal real diagonal entries the levels at K split by $2|\delta|$. If the diagonal entries are equal at every $k$ and $\delta$ is small, this opens no gap: the bands still touch, at a point near K. With symmetric inter-sublattice hoppings and diagonal entries $\pm\Delta$ that come from on-site energies alone, $f(K)$ still vanishes and the levels split by $2|\Delta|$.

For a non-interacting two-band Wannier model of this kind, the practical point is how to truncate: a cutoff in bond length keeps whole rotated shells, whereas a cutoff in the cell indices can break them up and split the levels at K.
